# The Bargmann invariant of three spinors in terms of their Bloch vectors

## Overlap phases depend on the gauge

The phase of a single overlap $\langle u,v\rangle$ says nothing about the two states, because replacing $u$ by $e^{i\theta}u$ changes it at will, and a numerical diagonalisation returns eigenvectors with phases of this arbitrary kind. Keeping only moduli loses too much. For unit spinors with Bloch vectors $a$ and $b$ one has $|\langle u,v\rangle|^2=(1+a\cdot b)/2$, so three Bloch vectors $a,b,c$ and the reversed ones $-a,-b,-c$ share all pairwise moduli. The closed product
$$B=\langle u_1,u_2\rangle\langle u_2,u_3\rangle\langle u_3,u_1\rangle ,$$
the Bargmann invariant, has no gauge freedom and keeps the sign of $a\cdot(b\times c)$, which this reversal changes. The discrete Berry phase of the loop $u_1\to u_2\to u_3\to u_1$ is $\gamma=-\arg B$. In a non-interacting two-band model with one band followed over three $k$-points, and with the plain $\mathbb{C}^2$ product as overlap, $\gamma$ is the phase assigned to a triangular plaquette of the mesh.

## The formula and its conventions

The overlap $\langle u,v\rangle=\sum_j \bar u_j v_j$ is conjugate-linear in $u$ (`braket`), and $|u\rangle\langle u|$ is `ketBra u`. A real vector $a=(a_0,a_1,a_2)$ has components along $x,y,z$ in that order. `sigmaDot a` is $a\cdot\sigma=a_0\sigma_x+a_1\sigma_y+a_2\sigma_z$ with the usual Pauli matrices, `blochProj a` is $P_a=(1+a\cdot\sigma)/2$, and `⨯₃` is the cross product.

The main theorem `bargmann_bloch` takes $u_1,u_2,u_3\in\mathbb{C}^2$ and real $a,b,c$ with $|u_1\rangle\langle u_1|=P_a$, $|u_2\rangle\langle u_2|=P_b$, $|u_3\rangle\langle u_3|=P_c$, and concludes
$$B=\frac{D+iT}{4},\qquad D=1+a\cdot b+b\cdot c+c\cdot a,\qquad T=a\cdot(b\times c).$$
Each hypothesis says that the spinor is a pure state polarised along the given direction. Normalisation is not listed separately, since the trace of $|u\rangle\langle u|=P_a$ reads $\langle u,u\rangle=1$. In the other direction, `ketBra_eq_blochProj` shows that every $u$ with $\langle u,u\rangle=1$ satisfies the hypothesis with `blochVector u`, whose components are the real parts of $\langle u,\sigma_x u\rangle$, $\langle u,\sigma_y u\rangle$, $\langle u,\sigma_z u\rangle$, and that this vector has unit length. The formula therefore applies to any three unit spinors.

Further statements concern the phase. `bargmann_gauge` says that $B$ is unchanged when the states are multiplied by complex numbers of modulus one, in any finite dimension and without normalisation. `tan_berryPhase` gives $D\tan\gamma=-T$ for $D\neq0$. The condition says that $B$ has a nonzero real part, which excludes $\gamma=\pm\pi/2$ and $B=0$, and the tangent fixes $\gamma$ only modulo $\pi$. `bargmann_axes` gives $B=(1+i)/4$ and $\gamma=-\pi/4$ for $a,b,c$ along $x,y,z$, and `bargmann_axes_witness` shows that $(1,1)/\sqrt2$, $(1,i)/\sqrt2$, $(1,0)$ have these projectors and this phase.

`Complex.arg` takes values in $(-\pi,\pi]$, so `berryPhase` lies in $[-\pi,\pi)$. It returns $0$ when $B=0$, where two of the states are orthogonal and no phase is defined. The Bloch-vector formula covers loops of three states in a two-level system: longer loops, several occupied bands and the continuum limit are not treated. The value $-\pi/4$ is minus half the solid angle $\pi/2$ of an octant, but the file defines no solid angle, and this agreement, like the normalisation argument and the modulus formula above, is a side remark and not one of the theorems.

## From overlaps to a trace of projectors

In any finite dimension $|u\rangle\langle u|\,|v\rangle\langle v|=\langle u,v\rangle\,|u\rangle\langle v|$. Multiplying by $|w\rangle\langle w|$ gives $\langle u,v\rangle\langle v,w\rangle\,|u\rangle\langle w|$, and $\operatorname{tr}|u\rangle\langle w|=\langle w,u\rangle$. Hence $B=\operatorname{tr}(P_aP_bP_c)$ under the three hypotheses.

## Pauli algebra for the trace

Adding the three Pauli terms gives
$$a\cdot\sigma=\begin{pmatrix}a_2&a_0-ia_1\\a_0+ia_1&-a_2\end{pmatrix},$$
which is traceless. Put $m=a\times b$, so $m_0=a_1b_2-a_2b_1$, $m_1=a_2b_0-a_0b_2$, $m_2=a_0b_1-a_1b_0$. The entries of $(a\cdot\sigma)(b\cdot\sigma)$, with rows and columns numbered $0,1$, are
$$\begin{aligned}
(0,0)&:\ a_2b_2+(a_0-ia_1)(b_0+ib_1)=a\cdot b+im_2,\\
(0,1)&:\ a_2(b_0-ib_1)-(a_0-ia_1)b_2=i(m_0-im_1),\\
(1,0)&:\ (a_0+ia_1)b_2-a_2(b_0+ib_1)=i(m_0+im_1),\\
(1,1)&:\ (a_0+ia_1)(b_0-ib_1)+a_2b_2=a\cdot b-im_2.
\end{aligned}$$
Together they say $(a\cdot\sigma)(b\cdot\sigma)=(a\cdot b)\,1+i\,(a\times b)\cdot\sigma$.

Write $A=a\cdot\sigma$, $A'=b\cdot\sigma$, $A''=c\cdot\sigma$. Then
$$8P_aP_bP_c=1+A+A'+A''+AA'+AA''+A'A''+AA'A''.$$
The identity has trace $2$, the linear terms have trace $0$, and the quadratic terms contribute $2a\cdot b+2a\cdot c+2b\cdot c$. For the cubic term the product rule is applied twice:
$$AA'A''=(a\cdot b)A''+i\,(m\cdot c)\,1-(m\times c)\cdot\sigma ,$$
with trace $2i\,(a\times b)\cdot c=2i\,a\cdot(b\times c)$. The sum is $2D+2iT$, and division by $8$ gives $(D+iT)/4$. The lengths of $a,b,c$ were never used.

## Bloch vector, gauge and the three axes

Let $u=(\alpha,\beta)$, with $\alpha$ for `u 0` and $\beta$ for `u 1`, and $|\alpha|^2+|\beta|^2=1$. The expectation values are $a_0=2\operatorname{Re}\bar\alpha\beta$, $a_1=2\operatorname{Im}\bar\alpha\beta$, $a_2=|\alpha|^2-|\beta|^2$. Then $(1+a_2)/2=|\alpha|^2$, $(1-a_2)/2=|\beta|^2$ and $(a_0-ia_1)/2=\alpha\bar\beta$, and with the conjugate of the last these are the entries of $|u\rangle\langle u|$. Also $a\cdot a=4|\alpha|^2|\beta|^2+(|\alpha|^2-|\beta|^2)^2=(|\alpha|^2+|\beta|^2)^2=1$.

For complex $s,t$ one has $\langle su,tv\rangle=\bar s t\langle u,v\rangle$. Each state enters $B$ once as bra and once as ket, so a factor $s$ on one state multiplies $B$ by $\bar s s$, which is $1$ for a phase. For $D\neq0$, $\tan\gamma=-\tan\arg B=-\operatorname{Im}B/\operatorname{Re}B=-T/D$.

On the axes all dot products vanish and $T=1$, so $B=(1+i)/4=\tfrac{\sqrt2}{4}e^{i\pi/4}$ and $\gamma=-\pi/4$. The explicit spinors agree: their overlaps are $(1+i)/2$, $1/\sqrt2$ and $1/\sqrt2$.

## The Lean file

```lean
import Mathlib

open Matrix
open Complex (I)

namespace BargmannInvariant

noncomputable section

/-- The overlap `⟨u, v⟩`, conjugate-linear in `u`. -/
def braket {n : Type*} [Fintype n] (u v : n → ℂ) : ℂ := star u ⬝ᵥ v

/-- The operator `|u⟩⟨u|`. -/
def ketBra {n : Type*} (u : n → ℂ) : Matrix n n ℂ := vecMulVec u (star u)

/-- The three-state Bargmann invariant `⟨u, v⟩⟨v, w⟩⟨w, u⟩`. -/
def bargmann {n : Type*} [Fintype n] (u v w : n → ℂ) : ℂ :=
  braket u v * braket v w * braket w u

/-- The discrete Berry phase of the loop `u → v → w → u`: minus the argument of the
Bargmann invariant. -/
def berryPhase {n : Type*} [Fintype n] (u v w : n → ℂ) : ℝ := -Complex.arg (bargmann u v w)

/-- The Pauli matrix `σx`. -/
def σx : Matrix (Fin 2) (Fin 2) ℂ := !![0, 1; 1, 0]

/-- The Pauli matrix `σy`. -/
def σy : Matrix (Fin 2) (Fin 2) ℂ := !![0, -I; I, 0]

/-- The Pauli matrix `σz`. -/
def σz : Matrix (Fin 2) (Fin 2) ℂ := !![1, 0; 0, -1]

/-- The matrix `a·σ` for a real vector `a`. -/
def sigmaDot (a : Fin 3 → ℝ) : Matrix (Fin 2) (Fin 2) ℂ :=
  (a 0 : ℂ) • σx + (a 1 : ℂ) • σy + (a 2 : ℂ) • σz

/-- The matrix `(1 + a·σ)/2`. -/
def blochProj (a : Fin 3 → ℝ) : Matrix (Fin 2) (Fin 2) ℂ := (1 / 2 : ℂ) • (1 + sigmaDot a)

/-- The Bloch vector of a spinor, with components `Re ⟨u, σ_k u⟩`. -/
def blochVector (u : Fin 2 → ℂ) : Fin 3 → ℝ :=
  ![(braket u (σx *ᵥ u)).re, (braket u (σy *ᵥ u)).re, (braket u (σz *ᵥ u)).re]

/-- The spinor `(1, 1)/√2`. -/
def spinX : Fin 2 → ℂ := ![((√2 / 2 : ℝ) : ℂ), ((√2 / 2 : ℝ) : ℂ)]

/-- The spinor `(1, i)/√2`. -/
def spinY : Fin 2 → ℂ := ![((√2 / 2 : ℝ) : ℂ), I * ((√2 / 2 : ℝ) : ℂ)]

/-- The spinor `(1, 0)`. -/
def spinZ : Fin 2 → ℂ := ![1, 0]

/-- The entries of `a·σ`. -/
theorem sigmaDot_eq (a : Fin 3 → ℝ) :
    sigmaDot a = !![(a 2 : ℂ), a 0 - I * a 1; a 0 + I * a 1, -(a 2 : ℂ)] := by
  ext i j
  fin_cases i <;> fin_cases j <;> simp [sigmaDot, σx, σy, σz] <;> ring

/-- Pauli product rule: `(a·σ)(b·σ) = (a·b) 1 + i (a × b)·σ`. -/
theorem pauli_product (a b : Fin 3 → ℝ) :
    sigmaDot a * sigmaDot b
      = ((a ⬝ᵥ b : ℝ) : ℂ) • (1 : Matrix (Fin 2) (Fin 2) ℂ) + I • sigmaDot (a ⨯₃ b) := by
  simp only [sigmaDot_eq]
  ext i j
  fin_cases i <;> fin_cases j <;> apply Complex.ext <;>
    simp [Matrix.mul_apply, Fin.sum_univ_two, dotProduct, Fin.sum_univ_three, cross_apply] <;>
    ring

/-- The trace of `(1 + a·σ)/2 · (1 + b·σ)/2 · (1 + c·σ)/2` is
`(1 + a·b + b·c + c·a + i a·(b × c))/4`. -/
theorem trace_three_blochProj (a b c : Fin 3 → ℝ) :
    trace (blochProj a * blochProj b * blochProj c)
      = (((1 + a ⬝ᵥ b + b ⬝ᵥ c + c ⬝ᵥ a : ℝ) : ℂ) + I * ((a ⬝ᵥ (b ⨯₃ c) : ℝ) : ℂ)) / 4 := by
  have h0 : ∀ v, trace (sigmaDot v) = 0 := fun v => by
    rw [sigmaDot_eq]
    simp [trace_fin_two]
  -- expand, reduce all products by the Pauli rule, and drop the traceless terms
  simp only [blochProj, smul_mul_assoc, mul_smul_comm, mul_add, add_mul, mul_one, one_mul,
    pauli_product, trace_add, trace_smul, h0, trace_one, smul_eq_mul]
  simp [dotProduct, cross_apply, Fin.sum_univ_three]
  ring

/-- In any finite dimension the Bargmann invariant is the trace of
`|u⟩⟨u| · |v⟩⟨v| · |w⟩⟨w|`. -/
theorem bargmann_eq_trace {n : Type*} [Fintype n] (u v w : n → ℂ) :
    bargmann u v w = trace (ketBra u * ketBra v * ketBra w) := by
  have h : ∀ a b c d : n → ℂ, vecMulVec a b * vecMulVec c d = (b ⬝ᵥ c) • vecMulVec a d := by
    intro a b c d
    ext i j
    simp only [Matrix.mul_apply, vecMulVec_apply, Matrix.smul_apply, smul_eq_mul, dotProduct,
      Finset.sum_mul]
    exact Finset.sum_congr rfl fun k _ => by ring
  have ht : ∀ a d : n → ℂ, trace (vecMulVec a d) = d ⬝ᵥ a := by
    intro a d
    simp only [trace, diag_apply, vecMulVec_apply, dotProduct]
    exact Finset.sum_congr rfl fun k _ => mul_comm _ _
  unfold bargmann braket ketBra
  rw [h, Matrix.smul_mul, h, trace_smul, trace_smul, ht]
  simp only [smul_eq_mul]
  ring

/-- For spinors with projectors `(1 + a·σ)/2`, `(1 + b·σ)/2`, `(1 + c·σ)/2` the Bargmann
invariant is `(1 + a·b + b·c + c·a + i a·(b × c))/4`. -/
theorem bargmann_bloch {u₁ u₂ u₃ : Fin 2 → ℂ} {a b c : Fin 3 → ℝ}
    (h₁ : ketBra u₁ = blochProj a) (h₂ : ketBra u₂ = blochProj b)
    (h₃ : ketBra u₃ = blochProj c) :
    bargmann u₁ u₂ u₃
      = (((1 + a ⬝ᵥ b + b ⬝ᵥ c + c ⬝ᵥ a : ℝ) : ℂ) + I * ((a ⬝ᵥ (b ⨯₃ c) : ℝ) : ℂ)) / 4 := by
  rw [bargmann_eq_trace, h₁, h₂, h₃, trace_three_blochProj]

/-- A unit spinor has projector `(1 + a·σ)/2` with `a` its Bloch vector, and `a·a = 1`. -/
theorem ketBra_eq_blochProj {u : Fin 2 → ℂ} (hu : braket u u = 1) :
    ketBra u = blochProj (blochVector u) ∧ blochVector u ⬝ᵥ blochVector u = 1 := by
  have hr : (u 0).re ^ 2 + (u 0).im ^ 2 + (u 1).re ^ 2 + (u 1).im ^ 2 = 1 := by
    have := congrArg Complex.re hu
    simp [braket, dotProduct, Fin.sum_univ_two] at this
    linarith
  have hb : blochVector u = ![2 * ((u 0).re * (u 1).re + (u 0).im * (u 1).im),
      2 * ((u 0).re * (u 1).im - (u 0).im * (u 1).re),
      (u 0).re ^ 2 + (u 0).im ^ 2 - (u 1).re ^ 2 - (u 1).im ^ 2] := by
    ext k
    fin_cases k <;>
      simp [blochVector, braket, σx, σy, σz, Matrix.mulVec, dotProduct,
        Fin.sum_univ_two] <;> ring
  constructor
  · rw [hb, blochProj, sigmaDot_eq]
    ext i j
    rw [ketBra, vecMulVec_apply]
    fin_cases i <;> fin_cases j <;> apply Complex.ext <;> simp [pow_two] <;> linarith [hr]
  · rw [hb]
    simp [dotProduct, Fin.sum_univ_three]
    -- the squared length of the Bloch vector is the fourth power of the spinor norm
    linear_combination
      ((u 0).re ^ 2 + (u 0).im ^ 2 + (u 1).re ^ 2 + (u 1).im ^ 2 + 1) * hr

/-- Gauge invariance: multiplying each state by a phase factor leaves the Bargmann invariant
unchanged. -/
theorem bargmann_gauge {n : Type*} [Fintype n] (u v w : n → ℂ) {x y z : ℂ}
    (hx : ‖x‖ = 1) (hy : ‖y‖ = 1) (hz : ‖z‖ = 1) :
    bargmann (x • u) (y • v) (z • w) = bargmann u v w := by
  have hp : ∀ t : ℂ, ‖t‖ = 1 → star t * t = 1 := by
    intro t ht
    show (starRingEnd ℂ) t * t = 1
    rw [mul_comm, Complex.mul_conj, Complex.normSq_eq_norm_sq, ht]
    simp
  have hb : ∀ (s t : ℂ) (p q : n → ℂ), braket (s • p) (t • q) = star s * t * braket p q := by
    intro s t p q
    simp only [braket, star_smul, smul_dotProduct, dotProduct_smul, smul_eq_mul]
    ring
  calc bargmann (x • u) (y • v) (z • w)
      = (star x * x) * (star y * y) * (star z * z) * bargmann u v w := by
        simp only [bargmann, hb]
        ring
    _ = bargmann u v w := by rw [hp x hx, hp y hy, hp z hz]; ring

/-- If `1 + a·b + b·c + c·a ≠ 0`, the discrete Berry phase `γ` of the three spinors obeys
`(1 + a·b + b·c + c·a) tan γ = -a·(b × c)`. -/
theorem tan_berryPhase {u₁ u₂ u₃ : Fin 2 → ℂ} {a b c : Fin 3 → ℝ}
    (h₁ : ketBra u₁ = blochProj a) (h₂ : ketBra u₂ = blochProj b)
    (h₃ : ketBra u₃ = blochProj c) (hD : 1 + a ⬝ᵥ b + b ⬝ᵥ c + c ⬝ᵥ a ≠ 0) :
    (1 + a ⬝ᵥ b + b ⬝ᵥ c + c ⬝ᵥ a) * Real.tan (berryPhase u₁ u₂ u₃) = -(a ⬝ᵥ (b ⨯₃ c)) := by
  rw [berryPhase, Real.tan_neg, Complex.tan_arg, bargmann_bloch h₁ h₂ h₃]
  generalize 1 + a ⬝ᵥ b + b ⬝ᵥ c + c ⬝ᵥ a = D at hD ⊢
  generalize a ⬝ᵥ (b ⨯₃ c) = T
  have hre : (((D : ℂ) + I * (T : ℂ)) / 4).re = D / 4 := by simp
  have him : (((D : ℂ) + I * (T : ℂ)) / 4).im = T / 4 := by simp
  rw [hre, him]
  field_simp

/-- For spinors whose projectors belong to the x, y and z axes the Bargmann invariant is
`(1 + i)/4` and the discrete Berry phase is `-π/4`. -/
theorem bargmann_axes {u₁ u₂ u₃ : Fin 2 → ℂ}
    (h₁ : ketBra u₁ = blochProj ![1, 0, 0]) (h₂ : ketBra u₂ = blochProj ![0, 1, 0])
    (h₃ : ketBra u₃ = blochProj ![0, 0, 1]) :
    bargmann u₁ u₂ u₃ = (1 + I) / 4 ∧ berryPhase u₁ u₂ u₃ = -(Real.pi / 4) := by
  have hB : bargmann u₁ u₂ u₃ = (1 + I) / 4 := by
    rw [bargmann_bloch h₁ h₂ h₃]
    simp [dotProduct, cross_apply, Fin.sum_univ_three]
  refine ⟨hB, ?_⟩
  -- polar form of (1 + i)/4
  have hpolar : (1 + I) / 4 = ((√2 / 4 : ℝ) : ℂ) *
      (Complex.cos ((Real.pi / 4 : ℝ) : ℂ) + Complex.sin ((Real.pi / 4 : ℝ) : ℂ) * I) := by
    rw [← Complex.ofReal_cos, ← Complex.ofReal_sin, Real.cos_pi_div_four,
      Real.sin_pi_div_four]
    have h : ((√2 : ℝ) : ℂ) ^ 2 = 2 := by
      exact_mod_cast Real.sq_sqrt (by norm_num : (0 : ℝ) ≤ 2)
    push_cast
    linear_combination (-(1 + I) / 8) * h
  have hpi := Real.pi_pos
  rw [berryPhase, hB, hpolar,
    Complex.arg_mul_cos_add_sin_mul_I (by positivity) ⟨by linarith, by linarith⟩]

/-- The spinors `(1,1)/√2`, `(1,i)/√2`, `(1,0)` have the projectors of the x, y, z axes,
and their discrete Berry phase is `-π/4`. -/
theorem bargmann_axes_witness :
    ketBra spinX = blochProj ![1, 0, 0] ∧ ketBra spinY = blochProj ![0, 1, 0] ∧
      ketBra spinZ = blochProj ![0, 0, 1] ∧ berryPhase spinX spinY spinZ = -(Real.pi / 4) := by
  have hs : (√2 / 2 : ℝ) * (√2 / 2) = 1 / 2 := by
    have := Real.mul_self_sqrt (by norm_num : (0 : ℝ) ≤ 2)
    linarith
  have key : ketBra spinX = blochProj ![1, 0, 0] ∧ ketBra spinY = blochProj ![0, 1, 0] ∧
      ketBra spinZ = blochProj ![0, 0, 1] := by
    unfold spinX spinY spinZ
    generalize (√2 / 2 : ℝ) = s at hs ⊢
    refine ⟨?_, ?_, ?_⟩
    all_goals
      rw [blochProj, sigmaDot_eq]
      ext i j
      rw [ketBra, vecMulVec_apply]
      fin_cases i <;> fin_cases j <;> apply Complex.ext <;> simp <;> linarith [hs]
  exact ⟨key.1, key.2.1, key.2.2, (bargmann_axes key.1 key.2.1 key.2.2).2⟩

end

end BargmannInvariant
```

```lean
#print axioms BargmannInvariant.bargmann_bloch
-- 'BargmannInvariant.bargmann_bloch' depends on axioms: [propext, Classical.choice, Quot.sound]
#print axioms BargmannInvariant.ketBra_eq_blochProj
-- 'BargmannInvariant.ketBra_eq_blochProj' depends on axioms: [propext, Classical.choice, Quot.sound]
#print axioms BargmannInvariant.bargmann_gauge
-- 'BargmannInvariant.bargmann_gauge' depends on axioms: [propext, Classical.choice, Quot.sound]
#print axioms BargmannInvariant.tan_berryPhase
-- 'BargmannInvariant.tan_berryPhase' depends on axioms: [propext, Classical.choice, Quot.sound]
```

## How the lemmas follow the algebra

`sigmaDot_eq` and `pauli_product` go through the four entries with `fin_cases`. The second also splits each entry into real and imaginary parts by `Complex.ext`, leaving polynomial identities for `ring`; these are the four lines displayed above.

In `trace_three_blochProj`, `h0` is the tracelessness of $v\cdot\sigma$ for every real $v$. The `simp only` call expands the product, rewrites products of two Pauli combinations with `pauli_product`, and discards the traceless terms. The remaining two lines write dot and cross products in components, where $(a\times b)\cdot c=a\cdot(b\times c)$ becomes a polynomial identity. The theorem has no hypothesis on $a,b,c$.

In `bargmann_eq_trace`, `h` collapses a product of two outer products to a scalar times one outer product and is used twice, and `ht` evaluates the last trace. `bargmann_bloch` is then one chain of rewrites: trace form, three projector hypotheses, trace formula.

`ketBra_eq_blochProj` works with real and imaginary parts of $\alpha$ and $\beta$. With $N=|\alpha|^2+|\beta|^2$, `hr` is $N=1$ and `hb` lists the three components of the Bloch vector. The entries of the projector follow linearly from `hr`, and the unit length comes from $N^2-1=(N+1)(N-1)$, whose factor $N+1$ is the multiplier of `hr` passed to `linear_combination`.

In `bargmann_gauge`, `hb` pulls scalars out of an overlap, the `calc` block regroups them as `(star x * x) * (star y * y) * (star z * z)`, and `hp` sets each factor to one. `tan_berryPhase` uses `Real.tan_neg` and `Complex.tan_arg` to reach $-\operatorname{Im}B/\operatorname{Re}B$, renames the two real expressions `D` and `T`, and clears the denominator with `field_simp`, where `hD` is needed.

`bargmann_axes` evaluates the formula in `hB` and writes the polar form in `hpolar`, using $(\sqrt2)^2=2$. The lemma `Complex.arg_mul_cos_add_sin_mul_I` returns the angle once the modulus $\sqrt2/4$ is positive and $\pi/4$ lies in $(-\pi,\pi]$. `bargmann_axes_witness` stores $1/\sqrt2$ as `√2 / 2`, replaces it by a real `s` with $s\cdot s=1/2$, compares the projectors entry by entry, and passes the three equations to `bargmann_axes`.
